# The slope of the energy when a two-level system is coupled linearly to a displacement

The energy at a displacement `x` is the sum of an elastic term `K x²/2`, a constant-force term `-f x` and the lower eigenvalue of a real two-level Hamiltonian with diagonal entries `±(D + g x)` and hybridisation `t`. For `t ≠ 0` the theorem gives its derivative as `K x - f - g (D + g x) / √((D + g x)² + t²)`. It also states that the last fraction is the derivative of `√((D + g x)² + t²)`, which is half the distance between the two levels. The proof differentiates the expression under the root, then the root, and finally the whole energy, with the lower level written as minus the root.

In Lean, a first try:

```lean
import Mathlib

open Matrix

namespace HasDerivAtEnergy

noncomputable section

/-- The two-level Hamiltonian with level energies `a` and `-a` and hybridisation `t`. -/
def twoLevel (a t : ℝ) : Matrix (Fin 2) (Fin 2) ℝ := !![a, t; t, -a]

/-- The set of real eigenvalues of a two-by-two real matrix. -/
def levels (M : Matrix (Fin 2) (Fin 2) ℝ) : Set ℝ :=
  {e | ∃ v : Fin 2 → ℝ, v ≠ 0 ∧ M *ᵥ v = e • v}

/-- The lower level of a two-by-two real symmetric matrix: the infimum of its eigenvalues. -/
def lowerLevel (M : Matrix (Fin 2) (Fin 2) ℝ) : ℝ := sInf (levels M)

/-- The energy at displacement `x`: an elastic term with stiffness `K`, a constant force `f`
from the rest of the crystal, and the lower level of the two-level system whose level energy
`D + g x` follows the displacement. -/
def energy (K f g t D x : ℝ) : ℝ :=
  K * x ^ 2 / 2 - f * x + lowerLevel (twoLevel (D + g * x) t)

/-- For nonzero hybridisation, `-√(a² + t²)` is the least eigenvalue of the two-level
Hamiltonian. -/
theorem isLeast_levels (a : ℝ) {t : ℝ} (ht : t ≠ 0) :
    IsLeast (levels (twoLevel a t)) (-√(a ^ 2 + t ^ 2)) := by
  have hsq : √(a ^ 2 + t ^ 2) ^ 2 = a ^ 2 + t ^ 2 := Real.sq_sqrt (by positivity)
  constructor
  · -- an explicit eigenvector
    refine ⟨![t, -√(a ^ 2 + t ^ 2) - a], fun h => ht (by simpa using congrFun h 0), ?_⟩
    ext i
    fin_cases i
    · simp [twoLevel, Matrix.mulVec, dotProduct, Fin.sum_univ_succ]
      ring
    · simp [twoLevel, Matrix.mulVec, dotProduct, Fin.sum_univ_succ]
      linear_combination -hsq
  · -- every eigenvalue satisfies e² = a² + t²
    rintro e ⟨v, hv, h⟩
    have h0 : a * v 0 + t * v 1 = e * v 0 := by
      simpa [twoLevel, Matrix.mulVec, dotProduct, Fin.sum_univ_succ] using congrFun h 0
    have h1 : t * v 0 + -a * v 1 = e * v 1 := by
      simpa [twoLevel, Matrix.mulVec, dotProduct, Fin.sum_univ_succ] using congrFun h 1
    have he : e ^ 2 = a ^ 2 + t ^ 2 := by
      by_contra hne
      have hne' : e ^ 2 - (a ^ 2 + t ^ 2) ≠ 0 := sub_ne_zero.mpr hne
      have k0 : (e ^ 2 - (a ^ 2 + t ^ 2)) * v 0 = 0 := by
        linear_combination (-e - a) * h0 - t * h1
      have k1 : (e ^ 2 - (a ^ 2 + t ^ 2)) * v 1 = 0 := by
        linear_combination (-e + a) * h1 - t * h0
      apply hv
      ext i
      fin_cases i
      · exact (mul_eq_zero.mp k0).resolve_left hne'
      · exact (mul_eq_zero.mp k1).resolve_left hne'
    exact neg_le_of_abs_le (Real.abs_le_sqrt he.le)

/-- For nonzero hybridisation, the slope of the energy at displacement `x` is `K x - f` minus
the slope of half the level distance, and the latter slope is
`g (D + g x) / √((D + g x)² + t²)`. -/
theorem hasDerivAt_energy (K f g D x : ℝ) {t : ℝ} (ht : t ≠ 0) :
    HasDerivAt (energy K f g t D)
      (K * x - f - g * (D + g * x) / √((D + g * x) ^ 2 + t ^ 2)) x ∧
    HasDerivAt (fun y => √((D + g * y) ^ 2 + t ^ 2))
      (g * (D + g * x) / √((D + g * x) ^ 2 + t ^ 2)) x := by
  have hpos : 0 < (D + g * x) ^ 2 + t ^ 2 := by positivity
  have hu : HasDerivAt (fun y => D + g * y) g x := by
    simpa using ((hasDerivAt_id' x).const_mul g).const_add D
  have hq : HasDerivAt (fun y => (D + g * y) ^ 2 + t ^ 2) (2 * g * (D + g * x)) x := by
    convert (hu.fun_mul hu).add_const (t ^ 2) using 1
    · funext y
      ring
    · ring
  have hs : HasDerivAt (fun y => √((D + g * y) ^ 2 + t ^ 2))
      (g * (D + g * x) / √((D + g * x) ^ 2 + t ^ 2)) x :=
    (hq.sqrt hpos.ne').congr_deriv (by rw [mul_assoc, mul_div_mul_left _ _ two_ne_zero])
  refine ⟨?_, hs⟩
  have hE : energy K f g t D =
      fun y => K / 2 * (y * y) - f * y - √((D + g * y) ^ 2 + t ^ 2) := by
    funext y
    rw [energy, lowerLevel, (isLeast_levels (D + g * y) ht).csInf_eq]
    ring
  rw [hE]
  have hx := hasDerivAt_id' x
  exact ((((hx.fun_mul hx).const_mul (K / 2)).fun_sub (hx.const_mul f)).fun_sub hs).congr_deriv
    (by ring)

end

end HasDerivAtEnergy
```

Compiling this gives:

```
Main.lean:72:6: error: Tactic `apply` failed: could not unify the conclusion of `@funext`
  ?f = ?g
with the goal
  Real.instAddCommGroup = Real.normedAddCommGroup.toAddCommGroup

Note: The full type of `@funext` is
  ∀ {α : Sort ?u.229} {β : α → Sort ?u.228} {f g : (x : α) → β x}, (∀ (x : α), f x = g x) → f = g

case e'_4
K f g D x t : ℝ
ht : t ≠ 0
hpos : 0 < (D + g * x) ^ 2 + t ^ 2
hu : HasDerivAt (fun y => D + g * y) g x
⊢ Real.instAddCommGroup = Real.normedAddCommGroup.toAddCommGroup
Main.lean:74:6: error: `ring_nf` made no progress on the goal
Main.lean:70:85: error: unsolved goals
case e'_8
K f g D x t : ℝ
ht : t ≠ 0
hpos : 0 < (D + g * x) ^ 2 + t ^ 2
hu : HasDerivAt (fun y => D + g * y) g x
⊢ (fun y => (D + g * y) ^ 2 + t ^ 2) = fun x => (D + g * x) * (D + g * x) + t ^ 2

case e'_9
K f g D x t : ℝ
ht : t ≠ 0
hpos : 0 < (D + g * x) ^ 2 + t ^ 2
hu : HasDerivAt (fun y => D + g * y) g x
⊢ 2 * g * (D + g * x) = g * (D + g * x) + (D + g * x) * g
```

The repair, with which the file compiles:

```diff
@@ -69,8 +69,10 @@
     simpa using ((hasDerivAt_id' x).const_mul g).const_add D
   have hq : HasDerivAt (fun y => (D + g * y) ^ 2 + t ^ 2) (2 * g * (D + g * x)) x := by
-    convert (hu.fun_mul hu).add_const (t ^ 2) using 1
-    · funext y
+    have hf : (fun y => (D + g * y) ^ 2 + t ^ 2) =
+        fun y => (D + g * y) * (D + g * y) + t ^ 2 := by
+      funext y
       ring
-    · ring
+    rw [hf]
+    exact ((hu.fun_mul hu).add_const (t ^ 2)).congr_deriv (by ring)
   have hs : HasDerivAt (fun y => √((D + g * y) ^ 2 + t ^ 2))
       (g * (D + g * x) / √((D + g * x) ^ 2 + t ^ 2)) x :=
```

What went wrong. The error is in `hq`, the derivative of the expression under the root. The product rule gives it for `(D + g * y) * (D + g * y) + t ^ 2`, whereas `hq` has a square. `convert … using 1` was meant to leave two equations, one between the functions and one between the derivatives. But it also compared the implicit arguments of `HasDerivAt`, and its first goal was an equality of two additive group structures on `ℝ`. `funext` can't apply there, as these aren't functions. The second bullet's `ring` also met a goal other than the intended two, which are both listed as unsolved at the end.

The repair proves the equation between the functions separately, as `hf`, and rewrites with it. `exact` then accepts the two group structures as equal by definition, so they no longer appear as a goal. `congr_deriv` leaves only the equation between the derivatives, which `ring` proves.
